# The Wannier exponent from power-law deviations on the collinear classical ridge

When the double photoionization cross section of helium is extrapolated to its threshold, a common trial form is $\sigma\propto E^{\alpha}$, where $E$ is the energy shared by the two outgoing electrons. The exponent can be fixed beforehand at $\alpha\approx1.056$, which leaves only the prefactor to fit. This number comes from a classical model in which both electrons move on one line through a fixed nucleus and their distances from it differ only slightly. The theorems below concern the exponent in that linearised model. The power law for the cross section enters through a scaling argument, given after the derivation.

## Two electrons on opposite sides of a charge

In atomic units, let the electrons be at distances $r_1$ and $r_2$ from a charge $Z$, on opposite sides. The outward force on the first is

$$F(r_1,r_2)=-\frac{Z}{r_1^2}+\frac{1}{(r_1+r_2)^2}.$$

At equal distances $r_1=r_2=r$ this is $-(4Z-1)/(4r^2)$, which is attractive when $Z>1/4$. The condition on $Z$ therefore says that the nucleus outweighs the mutual repulsion. At zero total energy

$$\dot r^2-\frac{4Z-1}{2r}=0,$$

and the outgoing solution that starts from $r=0$ at time $t=0$ is

$$r(t)=\left(\frac{9(4Z-1)}{8}\right)^{1/3}t^{2/3},\qquad r^3=\frac{9(4Z-1)}{8}\,t^2.$$

This trajectory is the ridge. It obeys Newton's equation: two derivatives give $\ddot r=-\tfrac29\,r/t^2$, and the cube law turns this into $-(4Z-1)/(4r^2)$.

Now let $r_1=r+d$ and $r_2=r-d$. Both electrons feel the same outward repulsion $1/(r_1+r_2)^2$, so it cancels in the half-difference of the forces:

$$\ddot d=\frac12\left[-\frac{Z}{(r+d)^2}+\frac{Z}{(r-d)^2}\right]\approx\frac{2Z}{r^3}\,d .$$

Inserting $r^3$ gives the ridge equation

$$\ddot d=\frac{k\,d}{t^2},\qquad k=\frac{16Z}{9(4Z-1)}.$$

## Which powers of time solve the ridge equation

Define

$$q=\sqrt{\frac{100Z-9}{4Z-1}}.$$

The theorem `power_solves_iff` says that for real $Z>1/4$ and real $s$, the function $t^s$ solves the ridge equation at all $t>0$ exactly when $s=1/2+q/6$ or $s=1/2-q/6$. According to `wannier_exponent`, if $s$ is the greatest solving power, then $3s/2-1=(q-1)/4$, and this exceeds 1. For $Z=2$, `wannier_exponent_two` places it strictly between 1.055 and 1.057.

The Lean objects correspond to the physics as follows.

- `electronForce`, `ridgeRadius`, `ridgeCoupling` and `wannierRoot` are $F$, $r(t)$, $k$ and $q$.
- `SolvesRidge Z d` says that there is a velocity function `v` such that, at every $t>0$, `d` has derivative `v t` and `v` has derivative $k\,d(t)/t^2$. Times $t\le0$ play no part.
- `IsGreatest` applied to the set of solving powers expresses "the larger root" without naming a formula for it.

The charge is a real number, so it need not be an integer. The nucleus is fixed, the motion is classical, and deviations that bend the line between the electrons are absent. The file checks Newton's equation for the ridge when $Z>1/4$, and the slope of the force at $d=0$; it contains neither the energy condition nor an estimate of the error made by linearising.

## From the indicial equation to the exponent

For $d=t^s$ we have $\ddot d=s(s-1)t^s/t^2$, so the ridge equation becomes $s(s-1)=k$. Completing the square gives

$$\left(s-\tfrac12\right)^2=\tfrac14+k=\frac{9(4Z-1)+64Z}{36(4Z-1)}=\frac{100Z-9}{36(4Z-1)}=\frac{q^2}{36}.$$

Hence $s=1/2\pm q/6$. The larger root has the plus sign, and

$$\frac{3s}{2}-1=\frac34+\frac q4-1=\frac{q-1}{4}.$$

Since $q^2-25=16/(4Z-1)>0$, we have $q>5$, and the exponent exceeds 1. For $Z=2$, $q^2=191/7$ lies between $5.22^2$ and $5.228^2$, which gives the two numerical bounds.

## From growth in time to a threshold law

At a small energy $E>0$, the zero-energy motion is a fair approximation out to $r\sim1/E$, which is reached at $t\sim E^{-3/2}$. Between a fixed early time, the same for all $E$, and this one, the relative deviation $d/r$ grows as $t^{s-2/3}$, with $s$ the larger root, that is, by a factor of order $E^{-(3s/2-1)}$. If both electrons are to escape, $d/r$ must not have become large, so the initial deviation has to lie in a window whose width scales as $E^{3s/2-1}$. With initial deviations spread evenly over such small windows, the yield follows the same power. This heuristic step, which supplies the Wannier threshold law itself, is not part of the formal proof.

## A charge below one quarter

Take $Z=1/8$. The repulsion then outweighs the nucleus and there is no zero-energy ridge, so this case tests only the algebra of the ridge equation. The formula for $k$ gives $-4/9$, and $s(s-1)=-4/9$ has discriminant $1-16/9<0$, so no real power solves the equation. The equivalence fails there: $q^2$ would be $-7$, Lean's real square root of a negative number is 0, and the right-hand side would wrongly admit $s=1/2$.

## Deviations in phase

The same calculation treats a deviation in which both distances change by the same amount $u$. The slope of $-(4Z-1)/(4r^2)$ is $(4Z-1)/(2r^3)=4/(9t^2)$, so $u=t^s$ requires $s(s-1)=4/9$. The roots are $s=4/3$ and $s=-1/3$ for every $Z>1/4$. The first corresponds to a small change of energy, the second to a shift of the starting time.

## The Lean file

```lean
import Mathlib

open Set

namespace WannierRidge

noncomputable section

/-- Radial force, in atomic units, on an electron at distance `r₁` from a charge `Z`,
with a second electron at distance `r₂` on the opposite side. -/
def electronForce (Z r₁ r₂ : ℝ) : ℝ := -Z / r₁ ^ 2 + 1 / (r₁ + r₂) ^ 2

/-- Common distance of the two electrons from the nucleus at time `t` on the ridge. -/
def ridgeRadius (Z t : ℝ) : ℝ :=
  (9 * (4 * Z - 1) / 8) ^ (1 / 3 : ℝ) * t ^ (2 / 3 : ℝ)

/-- The dimensionless coefficient of the ridge equation. -/
def ridgeCoupling (Z : ℝ) : ℝ := 16 * Z / (9 * (4 * Z - 1))

/-- The deviation `d` obeys `d'' = 16 Z d / (9 (4 Z - 1) t²)` at all times `t > 0`,
with `v` as its velocity. -/
def SolvesRidge (Z : ℝ) (d : ℝ → ℝ) : Prop :=
  ∃ v : ℝ → ℝ, ∀ t, 0 < t →
    HasDerivAt d (v t) t ∧ HasDerivAt v (ridgeCoupling Z * d t / t ^ 2) t

/-- The square root `q` that enters the Wannier exponent. -/
def wannierRoot (Z : ℝ) : ℝ := Real.sqrt ((100 * Z - 9) / (4 * Z - 1))

/-- First and second time derivatives of a power of time. -/
theorem power_derivatives (s : ℝ) {t : ℝ} (ht : 0 < t) :
    HasDerivAt (fun x : ℝ => x ^ s) (s * t ^ (s - 1)) t ∧
      HasDerivAt (fun x : ℝ => s * x ^ (s - 1)) (s * (s - 1) * t ^ s / t ^ 2) t := by
  refine ⟨Real.hasDerivAt_rpow_const (Or.inl ht.ne'), ?_⟩
  have h : t ^ (s - 1 - 1) = t ^ s / t ^ 2 := by
    rw [Real.rpow_sub_one ht.ne', Real.rpow_sub_one ht.ne', div_div, ← pow_two]
  refine ((Real.hasDerivAt_rpow_const (p := s - 1) (Or.inl ht.ne')).const_mul s).congr_deriv ?_
  rw [h]
  ring

/-- On the ridge the cube of the distance grows as the square of time. -/
theorem ridgeRadius_cube {Z t : ℝ} (hZ : 1 / 4 < Z) (ht : 0 < t) :
    ridgeRadius Z t ^ 3 = 9 * (4 * Z - 1) / 8 * t ^ 2 := by
  have hc : 0 < 9 * (4 * Z - 1) / 8 := by linarith
  have h1 : ∀ c : ℝ, 0 < c → (c ^ (1 / 3 : ℝ)) ^ 3 = c := by
    intro c hc
    rw [← Real.rpow_natCast, ← Real.rpow_mul hc.le]
    norm_num
  have h2 : (t ^ (2 / 3 : ℝ)) ^ 3 = t ^ 2 := by
    rw [← Real.rpow_natCast, ← Real.rpow_mul ht.le]
    norm_num
  unfold ridgeRadius
  rw [mul_pow, h1 _ hc, h2]

/-- The ridge trajectory satisfies Newton's equation for two electrons at equal distances
on opposite sides of the nucleus. -/
theorem ridge_newton {Z : ℝ} (hZ : 1 / 4 < Z) :
    ∃ v : ℝ → ℝ, ∀ t, 0 < t → HasDerivAt (ridgeRadius Z) (v t) t ∧
      HasDerivAt v (electronForce Z (ridgeRadius Z t) (ridgeRadius Z t)) t := by
  refine ⟨fun t => (9 * (4 * Z - 1) / 8) ^ (1 / 3 : ℝ) *
    ((2 / 3 : ℝ) * t ^ ((2 / 3 : ℝ) - 1)), fun t ht => ?_⟩
  obtain ⟨h1, h2⟩ := power_derivatives (2 / 3) ht
  refine ⟨h1.const_mul _, (h2.const_mul _).congr_deriv ?_⟩
  have hc : 0 < 9 * (4 * Z - 1) / 8 := by linarith
  have hr : 0 < ridgeRadius Z t :=
    mul_pos (Real.rpow_pos_of_pos hc _) (Real.rpow_pos_of_pos ht _)
  have h3 := ridgeRadius_cube hZ ht
  -- by the cube law the force equals the acceleration `-(2/9) r / t²`
  have hF : electronForce Z (ridgeRadius Z t) (ridgeRadius Z t)
      = -(2 / 9) * ridgeRadius Z t / t ^ 2 := by
    generalize ridgeRadius Z t = r at hr h3
    have e : electronForce Z r r = -(4 * Z - 1) / (4 * r ^ 2) := by
      unfold electronForce
      rw [← two_mul]
      field_simp
      ring
    rw [e, div_eq_div_iff (by positivity) (by positivity)]
    linear_combination (8 / 9) * h3
  rw [hF]
  unfold ridgeRadius
  ring

/-- Half the difference of the forces on the two electrons, at distances `r + d` and `r - d`,
has slope `2 Z / r³` in the deviation `d` at `d = 0`. -/
theorem force_linearised (Z : ℝ) {r : ℝ} (hr : 0 < r) :
    HasDerivAt (fun d => (electronForce Z (r + d) (r - d) - electronForce Z (r - d) (r + d)) / 2)
      (2 * Z / r ^ 3) 0 := by
  -- the mutual repulsion cancels in the difference
  have hf : (fun d => (electronForce Z (r + d) (r - d) - electronForce Z (r - d) (r + d)) / 2)
      = fun d => (-Z / (r + d) ^ 2 + Z / (r - d) ^ 2) / 2 := by
    funext d
    unfold electronForce
    ring
  rw [hf]
  have a : HasDerivAt (fun d : ℝ => r + d) 1 0 := (hasDerivAt_id' (0 : ℝ)).const_add r
  have b : HasDerivAt (fun d : ℝ => r - d) (-1) 0 := (hasDerivAt_id' (0 : ℝ)).const_sub r
  have A := (hasDerivAt_const (0 : ℝ) (-Z)).fun_div (a.fun_pow 2) (by simp [hr.ne'])
  have B := (hasDerivAt_const (0 : ℝ) Z).fun_div (b.fun_pow 2) (by simp [hr.ne'])
  refine ((A.fun_add B).div_const 2).congr_deriv ?_
  simp only [add_zero, sub_zero, Nat.cast_ofNat, Nat.reduceSub, pow_one]
  field_simp
  ring

/-- Along the ridge trajectory the linearised force on the deviation has the coefficient
that stands in the ridge equation. -/
theorem ridge_equation_coefficient {Z t : ℝ} (hZ : 1 / 4 < Z) (ht : 0 < t) :
    HasDerivAt (fun d => (electronForce Z (ridgeRadius Z t + d) (ridgeRadius Z t - d)
      - electronForce Z (ridgeRadius Z t - d) (ridgeRadius Z t + d)) / 2)
      (ridgeCoupling Z / t ^ 2) 0 := by
  have hc : 0 < 9 * (4 * Z - 1) / 8 := by linarith
  have hr : 0 < ridgeRadius Z t :=
    mul_pos (Real.rpow_pos_of_pos hc _) (Real.rpow_pos_of_pos ht _)
  refine (force_linearised Z hr).congr_deriv ?_
  have hz : 4 * Z - 1 ≠ 0 := by linarith
  rw [ridgeRadius_cube hZ ht]
  unfold ridgeCoupling
  field_simp
  ring

/-- For `Z > 1/4` the power `t ^ s` solves the ridge equation exactly when
`s = 1/2 + q/6` or `s = 1/2 - q/6`. -/
theorem power_solves_iff {Z : ℝ} (hZ : 1 / 4 < Z) (s : ℝ) :
    SolvesRidge Z (fun t => t ^ s) ↔
      s = 1 / 2 + wannierRoot Z / 6 ∨ s = 1 / 2 - wannierRoot Z / 6 := by
  have hz : 0 < 4 * Z - 1 := by linarith
  have hq : wannierRoot Z ^ 2 = (100 * Z - 9) / (4 * Z - 1) :=
    Real.sq_sqrt (div_nonneg (by linarith) hz.le)
  have hk : ridgeCoupling Z = wannierRoot Z ^ 2 / 36 - 1 / 4 := by
    have hu : (4 * Z - 1) * (4 * Z - 1)⁻¹ = 1 := mul_inv_cancel₀ hz.ne'
    unfold ridgeCoupling
    rw [hq, div_mul_eq_div_div]
    linear_combination (-1 / 4) * hu
  constructor
  · rintro ⟨v, hv⟩
    -- the velocity is forced, so the equation at t = 1 gives the indicial equation
    have hev : v =ᶠ[nhds 1] fun t => s * t ^ (s - 1) := by
      filter_upwards [Ioi_mem_nhds (zero_lt_one' ℝ)] with t ht
      exact (hv t ht).1.unique (power_derivatives s ht).1
    have h := (hv 1 one_pos).2.unique
      ((power_derivatives s one_pos).2.congr_of_eventuallyEq hev)
    simp only [Real.one_rpow, one_pow, mul_one, div_one] at h
    have h0 : (s - (1 / 2 + wannierRoot Z / 6)) * (s - (1 / 2 - wannierRoot Z / 6)) = 0 := by
      linear_combination hk - h
    rcases mul_eq_zero.mp h0 with h1 | h1
    · left; linarith
    · right; linarith
  · intro h
    have hs : s * (s - 1) = ridgeCoupling Z := by
      rw [hk]
      rcases h with h | h <;> rw [h] <;> ring
    refine ⟨fun t => s * t ^ (s - 1), fun t ht => ⟨(power_derivatives s ht).1, ?_⟩⟩
    rw [← hs]
    exact (power_derivatives s ht).2

/-- For `Z > 1/4` the greatest power that solves the ridge equation is `1/2 + q/6`. -/
theorem greatest_power {Z : ℝ} (hZ : 1 / 4 < Z) :
    IsGreatest {s : ℝ | SolvesRidge Z (fun t => t ^ s)} (1 / 2 + wannierRoot Z / 6) := by
  refine ⟨(power_solves_iff hZ _).2 (Or.inl rfl), fun s hs => ?_⟩
  have hq : 0 ≤ wannierRoot Z := Real.sqrt_nonneg _
  rcases (power_solves_iff hZ s).1 hs with h | h <;> linarith

/-- For `Z > 1/4`, with `s` the greatest power solving the ridge equation, the Wannier exponent `3 s
/ 2 - 1` equals `(q - 1) / 4` and is larger than one. -/
theorem wannier_exponent {Z s : ℝ} (hZ : 1 / 4 < Z)
    (hs : IsGreatest {s : ℝ | SolvesRidge Z (fun t => t ^ s)} s) :
    3 * s / 2 - 1 = (wannierRoot Z - 1) / 4 ∧ 1 < 3 * s / 2 - 1 := by
  have h := hs.unique (greatest_power hZ)
  have hq : 5 < wannierRoot Z := by
    unfold wannierRoot
    rw [Real.lt_sqrt (by norm_num), lt_div_iff₀ (by linarith)]
    linarith
  constructor <;> linarith

/-- For `Z = 2` the Wannier exponent lies between 1.055 and 1.057. -/
theorem wannier_exponent_two {s : ℝ}
    (hs : IsGreatest {s : ℝ | SolvesRidge 2 (fun t => t ^ s)} s) :
    1.055 < 3 * s / 2 - 1 ∧ 3 * s / 2 - 1 < 1.057 := by
  have h := (wannier_exponent (by norm_num) hs).1
  have h1 : 5.22 < wannierRoot 2 := by
    unfold wannierRoot
    rw [Real.lt_sqrt (by norm_num)]
    norm_num
  have h2 : wannierRoot 2 < 5.228 := by
    unfold wannierRoot
    rw [Real.sqrt_lt' (by norm_num)]
    norm_num
  rw [h]
  constructor <;> norm_num at h1 h2 ⊢ <;> linarith

end

end WannierRidge
```

```lean
#print axioms WannierRidge.ridge_newton
#print axioms WannierRidge.ridge_equation_coefficient
#print axioms WannierRidge.wannier_exponent
#print axioms WannierRidge.wannier_exponent_two
```

```
'WannierRidge.ridge_newton' depends on axioms: [propext, Classical.choice, Quot.sound]
'WannierRidge.ridge_equation_coefficient' depends on axioms: [propext, Classical.choice, Quot.sound]
'WannierRidge.wannier_exponent' depends on axioms: [propext, Classical.choice, Quot.sound]
'WannierRidge.wannier_exponent_two' depends on axioms: [propext, Classical.choice, Quot.sound]
```

## How the proof follows the calculation

**The ridge.** `power_derivatives` supplies both derivatives of $t^s$ for $t>0$. `ridgeRadius_cube` proves the cube law by multiplying the exponents. In `ridge_newton` the velocity is written down explicitly, and the remaining task is to show that the force equals $-\tfrac29\,r/t^2$. After the fractions are cleared, this is a multiple of the cube law, which `linear_combination` uses with the factor $8/9$.

**The linearised force.** `force_linearised` first rewrites the half-difference so that the repulsion is gone, then differentiates the two nuclear terms at $d=0$ by the quotient rule. `ridge_equation_coefficient` substitutes the cube law into $2Z/r^3$ and obtains $k/t^2$. This ties the coefficient in `SolvesRidge` to the force law.

**The equivalence.** In `power_solves_iff`, the fact `hk` is the completed square, $k=q^2/36-1/4$. For the forward direction, an unknown velocity `v` is given. Uniqueness of derivatives forces $v(t)=s\,t^{s-1}$ for all $t>0$, hence on a neighbourhood of $t=1$. The two expressions for the derivative of `v` at that time must then agree, which gives $s(s-1)=k$. The equation is factored as

$$\left(s-\tfrac12-\tfrac q6\right)\left(s-\tfrac12+\tfrac q6\right)=0,$$

and `mul_eq_zero` separates the roots. For the converse, either root satisfies $s(s-1)=k$, and `power_derivatives` provides the velocity and its derivative.

**The exponent.** `greatest_power` uses $q\ge0$ to show that $1/2+q/6$ is the greatest solving power. A set has at most one greatest element, so `wannier_exponent` can identify its `s` with this value. The bound $q>5$ is proved by comparing squares with `Real.lt_sqrt`, and `linarith` completes both claims. `wannier_exponent_two` compares squares in the same way for 5.22 and 5.228, then carries the bounds over to $(q-1)/4$.
